# Frozen-Hamiltonian steps of length h up to time T give a state error of at most LTh/2 for a bounded Hamiltonian with Lipschitz constant L

A molecule described in a finite orthonormal basis is driven by a laser pulse, so its Hamiltonian matrix changes while the state evolves. A simple propagation scheme holds the matrix fixed for a short time $h$, applies the exponential of that fixed matrix, and then updates it. How far has the computed state drifted from the true one at the end of the pulse, and how many steps keep the drift below a given tolerance?

Let $H(t)$ be bounded self-adjoint operators on a complex Hilbert space, for instance Hermitian matrices, with
$$\|H(t)-H(s)\|\le L\,|t-s| .$$
The constant $L$ limits how fast the Hamiltonian can change. For a molecule with field-free Hamiltonian $H_0$ in an electric field $F(t)$ of fixed direction, $H(t)=H_0-F(t)\mu$, where $\mu$ is the dipole operator along the field, and one may take $L$ to be $\|\mu\|$ times the largest value of $|F'(t)|$. In units with $\hbar=1$, let $\psi'=-iH(t)\psi$ with $\|\psi(0)\|=1$. Set $\varphi_0=\psi(0)$ and
$$\varphi_{k+1}=e^{-ihH(kh)}\varphi_k .$$
Then, for $h\ge 0$ and $T=nh$,
$$\|\psi(T)-\varphi_n\|\le \tfrac12 LTh .$$

## The error of one step, and its sum

**Norm conservation.** Take the inner product conjugate-linear in its first argument. For any solution $\psi$ of a Schrödinger equation with self-adjoint $H$,
$$\frac{d}{dt}\langle\psi,\psi\rangle = i\langle H\psi,\psi\rangle - i\langle\psi,H\psi\rangle = 0 .$$

**One step.** Let the step start at time $a$ from a computed state $\varphi$, and write $A=H(a)$. The frozen evolution is $\chi(t)=e^{-i(t-a)A}\varphi$, and the error at the end of the step is $v=\psi(a+h)-\chi(a+h)$. Carry $v$ backwards with the frozen Hamiltonian:
$$\eta(t)=e^{-i(t-a-h)A}v,\qquad \eta(a+h)=v,\qquad \|\eta(t)\|=\|v\| .$$
The overlap $g(t)=\langle\eta(t),\psi(t)-\chi(t)\rangle$ has the derivative
$$g'=i\langle\eta,A(\psi-\chi)\rangle+\langle\eta,-iH(t)\psi+iA\chi\rangle=\langle\eta,-i(H(t)-A)\psi\rangle .$$
Only the change of the Hamiltonian since the start of the step survives. As $\|\psi(t)\|=1$, we have $|g'(t)|\le\|v\|\,L(t-a)$, and integration from $a$ to $a+h$ gives
$$\|v\|^2=|g(a+h)|\le\|v\|\left(\|\psi(a)-\varphi\|+\tfrac12Lh^2\right).$$
If $v\neq0$, divide by $\|v\|$; if $v=0$, there is nothing to show. Each step therefore adds at most $\tfrac12Lh^2$ to the error.

**All steps.** The initial error is zero, so after $n$ steps it is at most $n\cdot\tfrac12Lh^2=\tfrac12LTh$. With $h=T/n$ this equals $LT^2/(2n)$, which is at most $\varepsilon$ once $n\ge LT^2/(2\varepsilon)$.

**A case with a known error.** Take one level with energy $H(t)=Lt$ and $\psi(0)=1$. The exact state at $T$ is $e^{-iLn^2h^2/2}$. The frozen steps accumulate the phase $Lh^2\sum_{k=0}^{n-1}k=Lh^2n(n-1)/2$. The two phases differ by $LTh/2$, and phase factors whose phases differ by $\delta$ lie $2|\sin(\delta/2)|$ apart, so the error is $2|\sin(LTh/4)|$. For small $LTh$ this approaches $LTh/2$, so no constant below $\tfrac12$ would serve in the general bound. The error here is a global phase, invisible in expectation values; the bound concerns the state vector itself.

## States, equation and scheme in Lean

The states live in a complex Hilbert space `E`.

```lean
import Mathlib

open Complex

namespace FrozenHamiltonian

noncomputable section

variable {E : Type*} [NormedAddCommGroup E] [InnerProductSpace ℂ E] [CompleteSpace E]
```

A Hamiltonian is a function `H : ℝ → E →L[ℂ] E` from times to bounded operators, with the operator norm. The exact solution is specified by its derivative at every real time.

```lean
/-- The time-dependent Schrödinger equation `ψ' = -i H(t) ψ`, in units with `ħ = 1`. -/
def SolvesSchrodinger (H : ℝ → E →L[ℂ] E) (ψ : ℝ → E) : Prop :=
  ∀ t, HasDerivAt ψ ((-I) • H t (ψ t)) t
```

The frozen propagator is the true operator exponential, so any error made in approximating that exponential comes on top of the bound.

```lean
/-- The propagator `exp(-i s A)` of a constant Hamiltonian `A` over a time `s`. -/
def propagator (A : E →L[ℂ] E) (s : ℝ) : E →L[ℂ] E :=
  NormedSpace.exp ((s : ℂ) • ((-I) • A))
```

The scheme is a recursion: the step from `k` to `k + 1` uses the Hamiltonian at time `k * h`.

```lean
/-- The state after a number of steps of length `h`, each taken with the Hamiltonian
frozen at the start of the step. -/
def frozenState (H : ℝ → E →L[ℂ] E) (h : ℝ) (φ : E) : ℕ → E
  | 0 => φ
  | k + 1 => propagator (H (k * h)) h (frozenState H h φ k)
```

## Two facts about the evolution

The exponential solves the frozen equation, for any bounded `A`. In the proof, `h1` differentiates the exponential in a complex variable, `h2` applies the result to the vector `v`, and `h3` inserts the real time $t-c$; the chain rule joins them.

```lean
/-- The propagator of a constant Hamiltonian, started from `v` at time `c`, solves the
Schrödinger equation. -/
theorem propagator_solves (A : E →L[ℂ] E) (c : ℝ) (v : E) :
    SolvesSchrodinger (fun _ => A) (fun t => propagator A (t - c) v) := by
  intro t
  have h1 : HasDerivAt (fun z : ℂ => NormedSpace.exp (z • ((-I) • A)))
      (((-I) • A) * NormedSpace.exp (((t - c : ℝ) : ℂ) • ((-I) • A))) ((t - c : ℝ) : ℂ) :=
    hasDerivAt_exp_smul_const' _ _
  have h2 := (ContinuousLinearMap.apply ℂ E v).hasFDerivAt.comp_hasDerivAt _ h1
  have h3 : HasDerivAt (fun s : ℝ => ((s - c : ℝ) : ℂ)) ((1 : ℝ) : ℂ) t :=
    ((hasDerivAt_id' t).sub_const c).ofReal_comp
  refine (HasDerivAt.scomp_of_eq t h2 h3 rfl).congr_deriv ?_
  rw [ofReal_one, one_smul]
  rfl
```

Norm conservation follows the calculation above. Self-adjointness enters through `isSymmetric`, which moves `H t` across the inner product, and a function with zero derivative everywhere is constant.

```lean
/-- Evolution under a self-adjoint Hamiltonian conserves the norm of the state. -/
theorem norm_conserved {H : ℝ → E →L[ℂ] E} {ψ : ℝ → E} (hH : ∀ t, IsSelfAdjoint (H t))
    (hψ : SolvesSchrodinger H ψ) (s t : ℝ) : ‖ψ s‖ = ‖ψ t‖ := by
  have hd : ∀ t, HasDerivAt (fun s => inner ℂ (ψ s) (ψ s)) 0 t := by
    intro t
    refine (HasDerivAt.inner ℂ (hψ t) (hψ t)).congr_deriv ?_
    have hs : inner ℂ (H t (ψ t)) (ψ t) = inner ℂ (ψ t) (H t (ψ t)) :=
      (hH t).isSymmetric _ _
    rw [inner_smul_right, inner_smul_left, hs, map_neg, conj_I]
    ring
  have hc : inner ℂ (ψ s) (ψ s) = inner ℂ (ψ t) (ψ t) :=
    is_const_of_deriv_eq_zero (fun t => (hd t).differentiableAt) (fun t => (hd t).deriv) s t
  have h2 : ‖ψ s‖ ^ 2 = ‖ψ t‖ ^ 2 := by
    rw [← inner_self_eq_norm_sq (𝕜 := ℂ) (ψ s), ← inner_self_eq_norm_sq (𝕜 := ℂ) (ψ t), hc]
  exact (sq_eq_sq₀ (norm_nonneg _) (norm_nonneg _)).1 h2
```

## The bound for one step

The next theorem lets the step start at any time `a` from any vector `φ`, which the sum over steps requires. The proof introduces $\chi$, $v$ and $\eta$ as above, and `hg` is the formula for $g'$. The integration is replaced by a comparison theorem, `image_norm_le_of_norm_deriv_right_le_deriv_boundary`: if $|g|$ starts below a bounding function and $|g'|$ never exceeds that function's derivative, then $|g|$ stays below it. The bounding function is $\|v\|(\|\psi(a)-\chi(a)\|+\tfrac L2(t-a)^2)$, with its derivative in `hB` and the starting inequality in `hstart`. The `calc` block estimates $g'$, and the last lines separate $v=0$ from $v\ne0$ before dividing.

```lean
/-- For a self-adjoint Hamiltonian with Lipschitz constant `L` and a normalised exact
solution, one frozen step of length `h ≥ 0` adds at most `L h² / 2` to the error. -/
theorem step_error {H : ℝ → E →L[ℂ] E} {ψ : ℝ → E} {L h : ℝ}
    (hH : ∀ t, IsSelfAdjoint (H t)) (hL : ∀ s t, ‖H t - H s‖ ≤ L * |t - s|)
    (hψ : SolvesSchrodinger H ψ) (h1 : ‖ψ 0‖ = 1) (hh : 0 ≤ h) (a : ℝ) (φ : E) :
    ‖ψ (a + h) - propagator (H a) h φ‖ ≤ ‖ψ a - φ‖ + L / 2 * h ^ 2 := by
  obtain ⟨χ, hχ, hχa, hχb⟩ : ∃ χ : ℝ → E, (∀ t, HasDerivAt χ ((-I) • H a (χ t)) t) ∧
      χ a = φ ∧ χ (a + h) = propagator (H a) h φ :=
    ⟨_, propagator_solves (H a) a φ, by simp [propagator], by simp⟩
  rw [← hχb, ← hχa]
  obtain ⟨v, hv⟩ : ∃ v, v = ψ (a + h) - χ (a + h) := ⟨_, rfl⟩
  -- carry the final error `v` backwards with the frozen Hamiltonian
  obtain ⟨η, hη, hηb⟩ : ∃ η : ℝ → E, (∀ t, HasDerivAt η ((-I) • H a (η t)) t) ∧
      η (a + h) = v :=
    ⟨_, propagator_solves (H a) (a + h) v, by simp [propagator]⟩
  have hηn : ∀ t, ‖η t‖ = ‖v‖ := fun t => by
    rw [← hηb]
    exact norm_conserved (H := fun _ => H a) (fun _ => hH a) hη t (a + h)
  have hg : ∀ t, HasDerivAt (fun t => inner ℂ (η t) (ψ t - χ t))
      (inner ℂ (η t) ((-I) • (H t - H a) (ψ t))) t := by
    intro t
    refine (HasDerivAt.inner ℂ (hη t) ((hψ t).fun_sub (hχ t))).congr_deriv ?_
    have hs : inner ℂ (H a (η t)) (ψ t - χ t) = inner ℂ (η t) (H a (ψ t - χ t)) :=
      (hH a).isSymmetric _ _
    rw [inner_smul_left, hs]
    simp only [sub_apply, map_sub, inner_sub_right, inner_smul_right,
      map_neg, conj_I]
    ring
  have hB : ∀ t, HasDerivAt (fun t => ‖v‖ * (‖ψ a - χ a‖ + L / 2 * (t - a) ^ 2))
      (‖v‖ * (L * (t - a))) t := fun t =>
    ((((((hasDerivAt_id' t).sub_const a).fun_pow 2).const_mul (L / 2)).const_add
      ‖ψ a - χ a‖).const_mul ‖v‖).congr_deriv (by push_cast; ring)
  have hstart : ‖inner ℂ (η a) (ψ a - χ a)‖ ≤
      ‖v‖ * (‖ψ a - χ a‖ + L / 2 * (a - a) ^ 2) := by
    have hi := norm_inner_le_norm (𝕜 := ℂ) (η a) (ψ a - χ a)
    rw [hηn a] at hi
    exact hi.trans_eq (by ring)
  -- the overlap changes only through the drift of the Hamiltonian
  have key := image_norm_le_of_norm_deriv_right_le_deriv_boundary (a := a) (b := a + h)
    (fun t _ => (hg t).continuousAt.continuousWithinAt)
    (fun t _ => (hg t).hasDerivWithinAt)
    (by exact hstart) hB
    (fun t ht => by
      have hLt := hL a t
      rw [abs_of_nonneg (by linarith [ht.1])] at hLt
      have hop := (H t - H a).le_opNorm (ψ t)
      rw [norm_conserved hH hψ t 0, h1, mul_one] at hop
      calc _ ≤ ‖η t‖ * ‖(-I) • (H t - H a) (ψ t)‖ := norm_inner_le_norm _ _
        _ = ‖v‖ * ‖(H t - H a) (ψ t)‖ := by
          rw [hηn t, norm_smul, norm_neg, norm_I, one_mul]
        _ ≤ ‖v‖ * (L * (t - a)) :=
          mul_le_mul_of_nonneg_left (hop.trans hLt) (norm_nonneg _))
    (Set.right_mem_Icc.2 (by linarith))
  simp only [hηb, ← hv, add_sub_cancel_left] at key
  rw [← hv]
  have hsq : ‖v‖ ^ 2 ≤ ‖inner ℂ v v‖ := by
    rw [← inner_self_eq_norm_sq (𝕜 := ℂ) v]
    exact RCLike.re_le_norm _
  have hL0 : 0 ≤ L := by simpa using (norm_nonneg _).trans (hL 0 1)
  rcases (norm_nonneg v).eq_or_lt with h0 | h0
  · rw [← h0]
    positivity
  · exact le_of_mul_le_mul_left (by linarith [sq ‖v‖]) h0
```

## The bound at time T and the number of steps

In the main theorem, `hH` is self-adjointness, `hL` the Lipschitz condition, `hψ` the Schrödinger equation and `h1` the normalisation. The existence of the solution `ψ` is assumed, and both `hL` and `hψ` refer to all real times. The induction adds one application of `step_error` per step; `n = 0` and `h = 0` are allowed.

```lean
/-- For a self-adjoint Hamiltonian with Lipschitz constant `L` and a normalised initial
state, `n` frozen steps of length `h ≥ 0` give an error of at most `L T h / 2` at `T = n h`. -/
theorem frozen_error {H : ℝ → E →L[ℂ] E} {ψ : ℝ → E} {L h : ℝ}
    (hH : ∀ t, IsSelfAdjoint (H t)) (hL : ∀ s t, ‖H t - H s‖ ≤ L * |t - s|)
    (hψ : SolvesSchrodinger H ψ) (h1 : ‖ψ 0‖ = 1) (hh : 0 ≤ h) (n : ℕ) :
    ‖ψ (n * h) - frozenState H h (ψ 0) n‖ ≤ L * (n * h) * h / 2 := by
  induction n with
  | zero => simp [frozenState]
  | succ k ih =>
    have hs := step_error hH hL hψ h1 hh (k * h) (frozenState H h (ψ 0) k)
    have e : ((k + 1 : ℕ) : ℝ) * h = k * h + h := by push_cast; ring
    rw [e, frozenState]
    linarith
```

For real-time propagation in a finite orthonormal basis under a prescribed external field, this gives an a priori error estimate. The theorem does not cover unbounded operators such as the kinetic energy in continuous space, nor mean-field schemes in which the Hamiltonian is rebuilt from the computed state.

The step count follows by setting `h` to `T / n` and rearranging. The condition `0 < n` matters for a constant Hamiltonian: with `L = 0` the inequality `hcost` would accept zero steps, although the state may still have to evolve.

```lean
/-- For a self-adjoint Hamiltonian with Lipschitz constant `L` and a normalised initial state,
`n ≥ L T² / (2 ε)` equal steps, with `n > 0`, reach the time `T ≥ 0` with an error of at most
`ε > 0`. -/
theorem sufficient_steps {H : ℝ → E →L[ℂ] E} {ψ : ℝ → E} {L T ε : ℝ}
    (hH : ∀ t, IsSelfAdjoint (H t)) (hL : ∀ s t, ‖H t - H s‖ ≤ L * |t - s|)
    (hψ : SolvesSchrodinger H ψ) (h1 : ‖ψ 0‖ = 1) (hT : 0 ≤ T) (hε : 0 < ε)
    {n : ℕ} (hn : 0 < n) (hcost : L * T ^ 2 / (2 * ε) ≤ n) :
    ‖ψ T - frozenState H (T / n) (ψ 0) n‖ ≤ ε := by
  have hn' : (0 : ℝ) < n := Nat.cast_pos.2 hn
  have hb := frozen_error hH hL hψ h1 (div_nonneg hT hn'.le) n
  rw [mul_div_cancel₀ T hn'.ne'] at hb
  refine hb.trans ?_
  rw [div_le_iff₀ (by positivity)] at hcost
  rw [← mul_div_assoc, div_div, div_le_iff₀ (by positivity)]
  linarith
```

The number of steps given by this bound is proportional to the square of the propagation time and inversely proportional to the tolerance. It is sufficient; a particular system may need fewer, and its true requirement may grow more slowly with time.

## The linear ramp

The one-level example uses `ℂ` as the Hilbert space, where the Hamiltonian is multiplication by $Lt$.

```lean
/-- A one-level system whose energy is linear in time, `H(t) = L t`. -/
def ramp (L t : ℝ) : ℂ →L[ℂ] ℂ := ((L * t : ℝ) : ℂ) • 1
```

Its exact state is a phase factor.

```lean
/-- The state `exp(-i L t² / 2)`. -/
def rampState (L t : ℝ) : ℂ := Complex.exp (-(I * ((L * t ^ 2 / 2 : ℝ) : ℂ)))
```

The following theorem confirms that for `L ≥ 0` the ramp meets the conditions of the general bound. The Lipschitz part computes the difference of two Hamiltonians as multiplication by $L(t-s)$, and the Schrödinger equation comes from differentiating the phase $Lt^2/2$.

```lean
/-- For `L ≥ 0` the linear ramp is self-adjoint with Lipschitz constant `L`, and
`exp(-i L t² / 2)` is a solution of its Schrödinger equation with initial value 1. -/
theorem ramp_witness {L : ℝ} (hL : 0 ≤ L) :
    (∀ t, IsSelfAdjoint (ramp L t)) ∧ (∀ s t, ‖ramp L t - ramp L s‖ ≤ L * |t - s|) ∧
      SolvesSchrodinger (ramp L) (rampState L) ∧ rampState L 0 = 1 := by
  refine ⟨fun t => IsSelfAdjoint.smul (conj_ofReal _) (IsSelfAdjoint.one _),
    fun s t => ?_, fun t => ?_, by simp [rampState]⟩
  · refine ContinuousLinearMap.opNorm_le_bound _ (mul_nonneg hL (abs_nonneg _)) fun z => ?_
    have e : (ramp L t - ramp L s) z = ((L * (t - s) : ℝ) : ℂ) * z := by
      change ((L * t : ℝ) : ℂ) * z - ((L * s : ℝ) : ℂ) * z = _
      push_cast
      ring
    rw [e, norm_mul, norm_real, Real.norm_eq_abs, abs_mul, abs_of_nonneg hL]
  · have h1 : HasDerivAt (fun s : ℝ => L * s ^ 2 / 2) (L * t) t :=
      (((hasDerivAt_pow 2 t).const_mul L).div_const 2).congr_deriv (by norm_num; ring)
    refine ((h1.ofReal_comp.const_mul I).fun_neg.cexp).congr_deriv ?_
    change _ = (-I) * (((L * t : ℝ) : ℂ) * rampState L t)
    rw [rampState]
    ring
```

The distance between two phase factors is found by taking out their mean phase `m`, which leaves $e^{-id}-e^{id}=-2i\sin d$.

```lean
/-- Two phase factors with phases `m + d` and `m - d` lie a distance `2 |sin d|` apart. -/
theorem phase_difference (m d : ℝ) :
    ‖Complex.exp (-(I * (m + d))) - Complex.exp (-(I * (m - d)))‖ = 2 * |Real.sin d| := by
  have e1 : Complex.exp (-(I * (m + d))) =
      Complex.exp (((-m : ℝ) : ℂ) * I) * Complex.exp (-(d : ℂ) * I) := by
    rw [← Complex.exp_add]; congr 1; push_cast; ring
  have e2 : Complex.exp (-(I * (m - d))) =
      Complex.exp (((-m : ℝ) : ℂ) * I) * Complex.exp ((d : ℂ) * I) := by
    rw [← Complex.exp_add]; congr 1; push_cast; ring
  have e3 : Complex.exp (-(d : ℂ) * I) - Complex.exp ((d : ℂ) * I) =
      -(2 * I * ((Real.sin d : ℝ) : ℂ)) := by
    rw [ofReal_sin, Complex.sin]
    linear_combination (Complex.exp (-(d : ℂ) * I) - Complex.exp ((d : ℂ) * I)) * I_sq
  rw [e1, e2, ← mul_sub, e3, norm_mul, norm_exp_ofReal_mul_I, one_mul, norm_neg, norm_mul,
    norm_mul, norm_I, norm_real, Real.norm_eq_abs]
  norm_num
```

In the last theorem, `hp` shows that a frozen step multiplies the state by a phase, and `hf` sums these phases by induction to $Lh^2k(k-1)/2$. Then `phase_difference` applies with $m=Lh^2(2n^2-n)/4$ and $d=Lnh^2/4=LTh/4$. The formula holds for all real `L` and `h`.

```lean
/-- For the linear ramp the error after `n` frozen steps is exactly `2 |sin(L T h / 4)|`,
where `T = n h`. -/
theorem ramp_error (L h : ℝ) (n : ℕ) :
    ‖rampState L (n * h) - frozenState (ramp L) h 1 n‖ =
      2 * |Real.sin (L * (n * h) * h / 4)| := by
  -- a frozen step multiplies the state by a phase
  have hp : ∀ (c : ℝ) (z : ℂ), propagator ((c : ℂ) • (1 : ℂ →L[ℂ] ℂ)) h z =
      Complex.exp (-(I * (c * h))) * z := by
    intro c z
    have e : (h : ℂ) • ((-I) • ((c : ℂ) • (1 : ℂ →L[ℂ] ℂ))) =
        algebraMap ℂ (ℂ →L[ℂ] ℂ) (-(I * (c * h))) := by
      rw [Algebra.algebraMap_eq_smul_one, smul_smul, smul_smul]
      congr 1
      ring
    rw [propagator, e, ← NormedSpace.algebraMap_exp_comm, ← Complex.exp_eq_exp_ℂ,
      Algebra.algebraMap_eq_smul_one]
    rfl
  have hf : ∀ k : ℕ, frozenState (ramp L) h 1 k =
      Complex.exp (-(I * (L * h ^ 2 * (k * (k - 1) / 2)))) := by
    intro k
    induction k with
    | zero => simp [frozenState]
    | succ k ih =>
      rw [frozenState, ih, ramp, hp, ← Complex.exp_add]
      congr 1
      push_cast
      ring
  rw [hf, rampState, ← phase_difference (L * h ^ 2 * (2 * n ^ 2 - n) / 4)]
  congr 2 <;> congr 1 <;> push_cast <;> ring

end

end FrozenHamiltonian
```

```lean
#print axioms FrozenHamiltonian.frozen_error
#print axioms FrozenHamiltonian.sufficient_steps
#print axioms FrozenHamiltonian.ramp_error
```

```
'FrozenHamiltonian.frozen_error' depends on axioms: [propext, Classical.choice, Quot.sound]
'FrozenHamiltonian.sufficient_steps' depends on axioms: [propext, Classical.choice, Quot.sound]
'FrozenHamiltonian.ramp_error' depends on axioms: [propext, Classical.choice, Quot.sound]
```
